# The contact-to-contact Green function of a molecule from three bare entries, for leads of constant width

Let $H$ be the real symmetric Hamiltonian matrix of a molecule with finitely many sites, and let $E$ be a real energy that is not an eigenvalue of $H$. Write $A = E - H$ and call $g = A^{-1}$ the bare Green function. One lead is attached at site $p$ and one at site $q$. The problem is to find how an electron of energy $E$ gets from one contact to the other, using only $g$ and the strengths of the two contacts.

Each lead enters through a level width, $a \ge 0$ at $p$ and $b \ge 0$ at $q$; textbooks usually write $\Gamma_L$ and $\Gamma_R$. The width is the rate, in energy units, at which an electron on the contact site escapes into the lead. The retarded self-energies are $-ia/2$ and $-ib/2$, so subtracting them from $A$ adds $+ia/2$ and $+ib/2$ to its diagonal. The inverse of the resulting matrix is the contacted Green function $G$.

## The molecule and its two leads

```lean
import Mathlib

open Matrix Complex

namespace ContactedMolecule

noncomputable section

variable {n : Type*} [Fintype n] [DecidableEq n]
```

The letter `n` is the set of sites, not their number. It is finite and otherwise arbitrary.

```lean
/-- The contact term: `i a / 2` on the diagonal at site `p` plus `i b / 2` at site `q`. -/
def contactTerm (p q : n) (a b : ℝ) : Matrix n n ℂ :=
  Matrix.diagonal fun i => (if i = p then I * a / 2 else 0) + (if i = q then I * b / 2 else 0)
```

This is the diagonal matrix $C$ with $ia/2$ at $p$ and $ib/2$ at $q$; `I` is the imaginary unit. If $p = q$, the two terms add up on the same site, so the sites need not be distinct.

```lean
/-- The matrix `A = E - H` of the bare molecule with the contact term added. -/
def contacted (A : Matrix n n ℝ) (p q : n) (a b : ℝ) : Matrix n n ℂ :=
  A.map Complex.ofReal + contactTerm p q a b
```

The contacted matrix is $M = A + C$, where `A.map Complex.ofReal` is $A$ with its real entries read as complex numbers. Replacing a real lead by a constant width on a single site is a modelling assumption, which nothing below justifies.

```lean
/-- The denominator built from the entries of a bare Green function `g` at the two contacts. -/
def contactDenominator (g : Matrix n n ℝ) (p q : n) (a b : ℝ) : ℂ :=
  1 + I * (a * (g p p : ℂ) + b * (g q q : ℂ)) / 2
    - a * b * ((g p p : ℂ) * (g q q : ℂ) - (g p q : ℂ) ^ 2) / 4
```

For any real matrix $g$, this is

$$D = 1 + \frac{i(a g_{pp} + b g_{qq})}{2} - \frac{ab\,(g_{pp}g_{qq} - g_{pq}^2)}{4}.$$

In Lean, `g p q` is the entry $g_{pq}$.

```lean
/-- The transmission `a b |G_pq|²`, with `G` the inverse of the contacted matrix; it has this
meaning when that matrix is invertible (Lean's inverse is zero otherwise). -/
def transmission (A : Matrix n n ℝ) (p q : n) (a b : ℝ) : ℝ :=
  a * b * Complex.normSq ((contacted A p q a b)⁻¹ p q)
```

The transmission is defined as $T = ab\,|G_{pq}|^2$, with `Complex.normSq` the squared modulus. This is what the trace formula $\mathrm{Tr}(\Gamma_L G \Gamma_R G^\dagger)$ gives when each lead touches one site. It is taken here as a definition and not derived from scattering states.

## Scattering at two sites

```lean
/-- Lippmann-Schwinger equation: for invertible `A`, a solution `v` of the contacted problem
with source `w` is the bare response to `w` minus the waves scattered at the two contacts. -/
theorem lippmann_schwinger {A : Matrix n n ℝ} (hA : IsUnit A.det) {p q : n} {a b : ℝ}
    {v w : n → ℂ} (h : contacted A p q a b *ᵥ v = w) (i : n) :
    v i = ∑ k, ((A⁻¹ i k : ℝ) : ℂ) * w k
      - ((A⁻¹ i p : ℝ) : ℂ) * (I * a / 2 * v p)
      - ((A⁻¹ i q : ℝ) : ℂ) * (I * b / 2 * v q) := by
  -- the bare Green function inverts `A` over the complex numbers too
  have h1 : (A⁻¹).map Complex.ofReal * A.map Complex.ofReal = 1 := by
    ext i j
    have h0 := congrFun (congrFun (Matrix.nonsing_inv_mul A hA) i) j
    rw [Matrix.mul_apply, Matrix.one_apply] at h0 ⊢
    simp only [Matrix.map_apply]
    split_ifs at h0 ⊢ <;> exact_mod_cast h0
  have h2 : (A⁻¹).map Complex.ofReal *ᵥ w
      = v + (A⁻¹).map Complex.ofReal *ᵥ (contactTerm p q a b *ᵥ v) := by
    rw [← h, contacted, Matrix.add_mulVec, Matrix.mulVec_add,
      Matrix.mulVec_mulVec v ((A⁻¹).map Complex.ofReal) (A.map Complex.ofReal), h1,
      Matrix.one_mulVec]
  -- the contact term acts at `p` and `q` only
  have h3 : ((A⁻¹).map Complex.ofReal *ᵥ (contactTerm p q a b *ᵥ v)) i
      = ((A⁻¹ i p : ℝ) : ℂ) * (I * a / 2 * v p)
        + ((A⁻¹ i q : ℝ) : ℂ) * (I * b / 2 * v q) := by
    change ∑ k, ((A⁻¹ i k : ℝ) : ℂ) * ((contactTerm p q a b *ᵥ v) k) = _
    simp only [contactTerm, Matrix.mulVec_diagonal, add_mul, mul_add, ite_mul, zero_mul,
      mul_ite, mul_zero, Finset.sum_add_distrib, Finset.sum_ite_eq', Finset.mem_univ, if_true]
  have h4 : ∑ k, ((A⁻¹ i k : ℝ) : ℂ) * w k
      = v i + ((A⁻¹).map Complex.ofReal *ᵥ (contactTerm p q a b *ᵥ v)) i := congrFun h2 i
  rw [h3] at h4
  linear_combination -h4
```

The hypothesis `IsUnit A.det` says that $A$ is invertible, and `*ᵥ` is the matrix-vector product. If $(A + C)v = w$, multiplying by $g$ gives $v = gw - gCv$. Write $i$ for a site when it is a subscript and for the imaginary unit elsewhere. Since $C$ acts only at $p$ and $q$,

$$v_i = \sum_k g_{ik}w_k - g_{ip}\frac{ia}{2}v_p - g_{iq}\frac{ib}{2}v_q.$$

The Lippmann-Schwinger equation of scattering theory is usually an integral equation with a limiting prescription for outgoing waves; this is a finite matrix identity.

In the proof, `h1` states $gA = 1$ over the complex numbers, `h2` is the equation multiplied by $g$, and `h3` reduces the contact term to its two sites. The closing `linear_combination` asks Lean to check that the goal follows from the named equation by algebra.

## The modulus of the denominator

```lean
omit [Fintype n] [DecidableEq n] in
/-- The squared modulus of the denominator is `a b g_pq²` plus two real squares. -/
theorem normSq_contactDenominator (g : Matrix n n ℝ) (p q : n) (a b : ℝ) :
    Complex.normSq (contactDenominator g p q a b) = a * b * g p q ^ 2
      + (1 + a * b * (g p p * g q q - g p q ^ 2) / 4) ^ 2
      + (a * g p p - b * g q q) ^ 2 / 4 := by
  have h : contactDenominator g p q a b
      = ((1 - a * b * (g p p * g q q - g p q ^ 2) / 4 : ℝ) : ℂ)
        + (((a * g p p + b * g q q) / 2 : ℝ) : ℂ) * I := by
    rw [contactDenominator]
    push_cast
    ring
  rw [h, Complex.normSq_add_mul_I]
  ring
```

Put $x = ab(g_{pp}g_{qq} - g_{pq}^2)/4$. The real part of $D$ is $1 - x$ and its imaginary part is $(a g_{pp} + b g_{qq})/2$. Two rearrangements are needed:

$$(1-x)^2 = (1+x)^2 - ab\,g_{pp}g_{qq} + ab\,g_{pq}^2,$$

$$\frac{(a g_{pp} + b g_{qq})^2}{4} = \frac{(a g_{pp} - b g_{qq})^2}{4} + ab\,g_{pp}g_{qq}.$$

Adding them cancels the product $ab\,g_{pp}g_{qq}$ and leaves

$$|D|^2 = ab\,g_{pq}^2 + (1+x)^2 + \frac{(a g_{pp} - b g_{qq})^2}{4}.$$

In Lean, `h` separates the real and imaginary parts, and `ring` does the rearrangement.

```lean
omit [Fintype n] [DecidableEq n] in
/-- For non-negative widths the denominator never vanishes. -/
theorem contactDenominator_ne_zero (g : Matrix n n ℝ) (p q : n) {a b : ℝ}
    (ha : 0 ≤ a) (hb : 0 ≤ b) : contactDenominator g p q a b ≠ 0 := by
  intro h
  have h0 := normSq_contactDenominator g p q a b
  rw [h, Complex.normSq_zero] at h0
  have hz : 0 ≤ a * b * g p q ^ 2 := by positivity
  have hP := sq_nonneg (1 + a * b * (g p p * g q q - g p q ^ 2) / 4)
  have hQ := sq_nonneg (a * g p p - b * g q q)
  have z0 : a * b * g p q ^ 2 = 0 := by linarith
  have P0 : 1 + a * b * (g p p * g q q - g p q ^ 2) / 4 = 0 :=
    (pow_eq_zero_iff two_ne_zero).mp (by linarith)
  have Q0 : a * g p p - b * g q q = 0 :=
    (pow_eq_zero_iff two_ne_zero).mp (by linarith)
  -- a real square would have to equal `-4`
  have h4 : (a * g p p) ^ 2 = -4 := by
    linear_combination 4 * P0 + z0 + a * g p p * Q0
  linarith [sq_nonneg (a * g p p)]
```

For non-negative widths all three terms of $|D|^2$ are non-negative. If $D = 0$, each of them vanishes: $ab\,g_{pq}^2 = 0$, $x = -1$ and $a g_{pp} = b g_{qq}$. The first two give $ab\,g_{pp}g_{qq} = -4$, and the third turns this into $(a g_{pp})^2 = -4$, which is impossible for a real number. The facts `z0`, `P0` and `Q0` are the three vanishing terms, and `h4` is the contradiction.

## The contacted Green function

```lean
/-- Two-site elimination: for symmetric invertible `A`, the amplitudes at the contacts, times
the denominator, are given by the bare responses `u` to the source at the two contacts. -/
theorem contact_amplitudes {A : Matrix n n ℝ} (hA : IsUnit A.det) (hs : A.IsSymm) {p q : n}
    {a b : ℝ} {v w u : n → ℂ} (h : contacted A p q a b *ᵥ v = w)
    (hu : ∀ i, u i = ∑ k, ((A⁻¹ i k : ℝ) : ℂ) * w k) :
    contactDenominator A⁻¹ p q a b * v p
        = (1 + I * b / 2 * ((A⁻¹ q q : ℝ) : ℂ)) * u p - I * b / 2 * ((A⁻¹ p q : ℝ) : ℂ) * u q ∧
    contactDenominator A⁻¹ p q a b * v q
        = (1 + I * a / 2 * ((A⁻¹ p p : ℝ) : ℂ)) * u q
          - I * a / 2 * ((A⁻¹ p q : ℝ) : ℂ) * u p := by
  have hT : (A⁻¹)ᵀ = A⁻¹ := by rw [Matrix.transpose_nonsing_inv, hs.eq]
  have hqp : A⁻¹ q p = A⁻¹ p q := congrFun (congrFun hT p) q
  have e1 := lippmann_schwinger hA h p
  have e2 := lippmann_schwinger hA h q
  rw [← hu] at e1 e2
  rw [hqp] at e2
  -- the denominator is the determinant of the two-site system
  have hD : contactDenominator A⁻¹ p q a b
      = (1 + I * a / 2 * ((A⁻¹ p p : ℝ) : ℂ)) * (1 + I * b / 2 * ((A⁻¹ q q : ℝ) : ℂ))
        - I * a / 2 * (I * b / 2) * ((A⁻¹ p q : ℝ) : ℂ) ^ 2 := by
    rw [contactDenominator]
    linear_combination (-(a * b * (((A⁻¹ p p : ℝ) : ℂ) * ((A⁻¹ q q : ℝ) : ℂ)
      - ((A⁻¹ p q : ℝ) : ℂ) ^ 2) / 4)) * Complex.I_sq
  rw [hD]
  constructor
  · linear_combination (1 + I * b / 2 * ((A⁻¹ q q : ℝ) : ℂ)) * e1
      - I * b / 2 * ((A⁻¹ p q : ℝ) : ℂ) * e2
  · linear_combination (1 + I * a / 2 * ((A⁻¹ p p : ℝ) : ℂ)) * e2
      - I * a / 2 * ((A⁻¹ p q : ℝ) : ℂ) * e1
```

Let $u = gw$ be the bare response to the source. The previous equation for $v_i$, taken at $i = p$ and $i = q$, becomes a closed system for the contact amplitudes. With $g_{qp} = g_{pq}$, which follows from the symmetry hypothesis `A.IsSymm`, it reads

$$\Big(1 + \frac{ia}{2}g_{pp}\Big)v_p + \frac{ib}{2}g_{pq}v_q = u_p,$$

$$\frac{ia}{2}g_{pq}v_p + \Big(1 + \frac{ib}{2}g_{qq}\Big)v_q = u_q.$$

The determinant of this system is $D$, which is the statement `hD`. Eliminating one amplitude at a time gives

$$D v_p = \Big(1 + \frac{ib}{2}g_{qq}\Big)u_p - \frac{ib}{2}g_{pq}u_q,$$

$$D v_q = \Big(1 + \frac{ia}{2}g_{pp}\Big)u_q - \frac{ia}{2}g_{pq}u_p.$$

The coefficients in the last two `linear_combination` calls are the multipliers of this elimination.

```lean
/-- For real symmetric invertible `A` and non-negative widths, the contacted matrix is
invertible, and the `(p,q)` entry of its inverse is `g_pq` over the nonzero denominator,
where `g = A⁻¹`. -/
theorem contacted_green {A : Matrix n n ℝ} (hA : IsUnit A.det) (hs : A.IsSymm) (p q : n)
    {a b : ℝ} (ha : 0 ≤ a) (hb : 0 ≤ b) :
    IsUnit (contacted A p q a b).det ∧ contactDenominator A⁻¹ p q a b ≠ 0 ∧
      (contacted A p q a b)⁻¹ p q
        = ((A⁻¹ p q : ℝ) : ℂ) / contactDenominator A⁻¹ p q a b := by
  have hD := contactDenominator_ne_zero A⁻¹ p q ha hb
  have hM : IsUnit (contacted A p q a b).det := by
    rw [isUnit_iff_ne_zero]
    intro h0
    obtain ⟨v, hv, h⟩ := Matrix.exists_mulVec_eq_zero_iff.mpr h0
    -- without a source both contact amplitudes vanish, hence the whole vector
    obtain ⟨h1, h2⟩ := contact_amplitudes (u := fun _ => 0) hA hs h (by intro i; simp)
    have hp : v p = 0 := by simpa [hD] using h1
    have hq : v q = 0 := by simpa [hD] using h2
    apply hv
    funext i
    have h3 := lippmann_schwinger hA h i
    simpa [hp, hq] using h3
  refine ⟨hM, hD, ?_⟩
  -- column `q` of the inverse is the response to a unit source at `q`
  have hcol : contacted A p q a b *ᵥ (fun i => (contacted A p q a b)⁻¹ i q)
      = fun i => (1 : Matrix n n ℂ) i q := by
    funext i
    exact congrFun (congrFun (Matrix.mul_nonsing_inv _ hM) i) q
  have h1 := (contact_amplitudes (u := fun i => ((A⁻¹ i q : ℝ) : ℂ)) hA hs hcol
    (by intro i; simp [Matrix.one_apply])).1
  rw [eq_div_iff hD]
  linear_combination h1
```

The theorem has three conclusions: $M$ is invertible, $D \ne 0$, and $G_{pq} = g_{pq}/D$.

For invertibility, suppose $\det M = 0$. Then some nonzero $v$ satisfies $Mv = 0$. With no source, $u = 0$, so $Dv_p = Dv_q = 0$ and both contact amplitudes vanish. The Lippmann-Schwinger equation then gives $v_i = 0$ at every site, a contradiction.

For the entry, place a unit source at $q$. The solution $v$ is column $q$ of $G$, which is `hcol`, and the bare response is $u_i = g_{iq}$. Hence

$$D\,G_{pq} = \Big(1 + \frac{ib}{2}g_{qq}\Big)g_{pq} - \frac{ib}{2}g_{pq}g_{qq} = g_{pq}.$$

Invertibility can fail for a real invertible $A$ that is not symmetric. Take two sites, one contact on each, $a = b = 2$, and

$$A = \begin{pmatrix} 0 & 1 \\ -1 & 0 \end{pmatrix}, \qquad M = \begin{pmatrix} i & 1 \\ -1 & i \end{pmatrix}.$$

Here $\det A = 1$, but $\det M = i^2 + 1 = 0$. For real $E$ this $A$ comes from no Hermitian $H$, so the example tests the hypothesis of the theorem and does not describe a molecule.

```lean
/-- Equal widths `c ≥ 0` at both contacts, for real symmetric invertible `A`: the contacted
matrix is invertible and its inverse has the stated `(p,q)` entry. -/
theorem contacted_green_equal {A : Matrix n n ℝ} (hA : IsUnit A.det) (hs : A.IsSymm)
    (p q : n) {c : ℝ} (hc : 0 ≤ c) :
    IsUnit (contacted A p q c c).det ∧
      (contacted A p q c c)⁻¹ p q = ((A⁻¹ p q : ℝ) : ℂ) /
        (1 + I * c * (((A⁻¹ p p : ℝ) : ℂ) + ((A⁻¹ q q : ℝ) : ℂ)) / 2
          - (c : ℂ) ^ 2 * (((A⁻¹ p p : ℝ) : ℂ) * ((A⁻¹ q q : ℝ) : ℂ)
            - ((A⁻¹ p q : ℝ) : ℂ) ^ 2) / 4) := by
  obtain ⟨h1, _, h3⟩ := contacted_green hA hs p q hc hc
  refine ⟨h1, ?_⟩
  rw [h3, contactDenominator]
  congr 1
  ring
```

For equal widths $a = b = c \ge 0$ the result becomes

$$G_{pq} = \frac{g_{pq}}{1 + ic(g_{pp} + g_{qq})/2 - c^2(g_{pp}g_{qq} - g_{pq}^2)/4}.$$

The proof specialises the previous theorem and tidies the denominator.

## Perfect transmission

```lean
/-- For real symmetric invertible `A` and non-negative widths, the transmission is at most one,
and it equals one exactly when `a g_pp = b g_qq` and `a b (g_pq² - g_pp g_qq) = 4`. -/
theorem transmission_le_one_and_eq_one_iff {A : Matrix n n ℝ} (hA : IsUnit A.det)
    (hs : A.IsSymm) (p q : n) {a b : ℝ} (ha : 0 ≤ a) (hb : 0 ≤ b) :
    transmission A p q a b ≤ 1 ∧ (transmission A p q a b = 1 ↔
      a * A⁻¹ p p = b * A⁻¹ q q ∧ a * b * (A⁻¹ p q ^ 2 - A⁻¹ p p * A⁻¹ q q) = 4) := by
  obtain ⟨_, hD, hG⟩ := contacted_green hA hs p q ha hb
  have hpos := Complex.normSq_pos.mpr hD
  have hN := normSq_contactDenominator A⁻¹ p q a b
  have hT : transmission A p q a b
      = a * b * A⁻¹ p q ^ 2 / Complex.normSq (contactDenominator A⁻¹ p q a b) := by
    rw [transmission, hG, Complex.normSq_div, Complex.normSq_ofReal]
    ring
  have hP := sq_nonneg (1 + a * b * (A⁻¹ p p * A⁻¹ q q - A⁻¹ p q ^ 2) / 4)
  have hQ := sq_nonneg (a * A⁻¹ p p - b * A⁻¹ q q)
  rw [hT]
  constructor
  · rw [div_le_iff₀ hpos]
    linarith
  · rw [div_eq_iff hpos.ne', one_mul, hN]
    constructor
    · intro h
      -- both squares in the denominator must vanish
      have P0 : 1 + a * b * (A⁻¹ p p * A⁻¹ q q - A⁻¹ p q ^ 2) / 4 = 0 :=
        (pow_eq_zero_iff two_ne_zero).mp (by linarith)
      have Q0 : a * A⁻¹ p p - b * A⁻¹ q q = 0 :=
        (pow_eq_zero_iff two_ne_zero).mp (by linarith)
      exact ⟨by linarith, by linear_combination -4 * P0⟩
    · rintro ⟨h1, h2⟩
      have P0 : 1 + a * b * (A⁻¹ p p * A⁻¹ q q - A⁻¹ p q ^ 2) / 4 = 0 := by
        linear_combination -h2 / 4
      have Q0 : a * A⁻¹ p p - b * A⁻¹ q q = 0 := by linarith
      rw [P0, Q0]
      ring

end

end ContactedMolecule
```

Inserting $G_{pq} = g_{pq}/D$ into the definition gives

$$T = \frac{ab\,g_{pq}^2}{|D|^2},$$

which is `hT`. The numerator is the first term of $|D|^2$, and the other two terms are squares, so $T \le 1$. Equality holds exactly when both squares vanish, that is, when

$$a g_{pp} = b g_{qq} \quad\text{and}\quad ab\,(g_{pq}^2 - g_{pp}g_{qq}) = 4.$$

The two directions of the equivalence appear in Lean as the two branches after the second `constructor`.

The smallest molecule has one site, with both leads on it. Then $A$ is a single number $\varepsilon \ne 0$, the distance of $E$ from the level, and

$$T = \frac{ab}{\varepsilon^2 + (a+b)^2/4},$$

the Breit-Wigner line shape. The second condition would read $0 = 4$, so $T < 1$. For equal positive widths the peak value $1$ belongs to $\varepsilon = 0$, where $A$ is not invertible.

In electronic-structure work on molecular junctions, for non-interacting electrons, a real symmetric $H$ and one constant-width contact site per lead, the three numbers $g_{pp}$, $g_{qq}$ and $g_{pq}$, together with the two widths, thus fix the transmission at each energy away from the molecular levels. Changing the widths then requires no new matrix inversion.

```lean
#print axioms ContactedMolecule.contacted_green_equal
#print axioms ContactedMolecule.transmission_le_one_and_eq_one_iff
```

```
'ContactedMolecule.contacted_green_equal' depends on axioms: [propext, Classical.choice, Quot.sound]
'ContactedMolecule.transmission_le_one_and_eq_one_iff' depends on axioms: [propext, Classical.choice, Quot.sound]
```
